# Three-point finite differences bound each unit-box energy from below and linear finite elements from above, on every uniform grid with more cells than the level number

A grid wavefunction is modelled here as a function on all the integers, `ℤ → ℝ`, and not as a vector of $N-1$ interior values. Every node then has two neighbours, so one equation serves the whole grid, and the vanishing of the wavefunction at the walls $j=0$ and $j=N$ becomes a separate statement to prove. Only the nodes $0<j<N$ lie inside the box.

In Lean 4 with Mathlib:

```lean
import Mathlib

open Filter Topology
open scoped Real

namespace BoxGridRefinement

noncomputable section
```

The particle is free between hard walls at $0$ and $1$, with $H=-\tfrac12\,d^2/dx^2$ in atomic units. Level $k$ has energy $E_k=(k\pi)^2/2$, called `boxEnergy k`, and the trial vector is its sine sampled at $j/N$.

```lean
/-- The energy `(kπ)²/2` of level `k` in the unit box, in atomic units. -/
def boxEnergy (k : ℕ) : ℝ := (k * π) ^ 2 / 2

/-- The sine wave of level `k` sampled at the grid points `j/N`. -/
def boxMode (N k : ℕ) (j : ℤ) : ℝ := Real.sin (k * π / N * j)
```

The sine is unnormalised. For $0<k<N$ the factor $\sqrt{2/N}$ gives it unit Euclidean length over the interior nodes; the equations are linear, so the energies don't change.

The finite-difference Hamiltonian is the three-point stencil.

```lean
/-- The three-point finite-difference form of `-½ d²/dx²` with grid spacing `h`. -/
def fdHamiltonian (h : ℝ) (u : ℤ → ℝ) (j : ℤ) : ℝ :=
  -(u (j + 1) - 2 * u j + u (j - 1)) / (2 * h ^ 2)
```

The finite-element terms are integrals. A hat function rises from 0 to 1 on the cell left of node $j$ and falls back on the cell to its right; it is integrated against the piecewise linear function with nodal values $u_j$. The kinetic term uses the slopes.

```lean
/-- The linear function on a cell of width `h` with end values `a` and `b`. -/
def interp (h a b x : ℝ) : ℝ := a + (b - a) * (x / h)

/-- The overlap of the hat function at node `j` with the piecewise linear function
having nodal values `u`, integrated over the two cells that meet at `j`. -/
def femOverlap (h : ℝ) (u : ℤ → ℝ) (j : ℤ) : ℝ :=
  (∫ x in (0 : ℝ)..h, interp h 0 1 x * interp h (u (j - 1)) (u j) x) +
    ∫ x in (0 : ℝ)..h, interp h 1 0 x * interp h (u j) (u (j + 1)) x

/-- The kinetic energy matrix element (half the integral of the product of slopes) between
the hat function at node `j` and the piecewise linear function with nodal values `u`. -/
def femKinetic (h : ℝ) (u : ℤ → ℝ) (j : ℤ) : ℝ :=
  1 / 2 * ((∫ x in (0 : ℝ)..h,
      deriv (interp h 0 1) x * deriv (interp h (u (j - 1)) (u j)) x) +
    ∫ x in (0 : ℝ)..h, deriv (interp h 1 0) x * deriv (interp h (u j) (u (j + 1))) x)
```

With the phase advance per cell $\theta=k\pi/N$, the two energies are

$$E^{\rm FD}=N^2(1-\cos\theta),\qquad E^{\rm FE}=\frac{3N^2(1-\cos\theta)}{2+\cos\theta}.$$

```lean
/-- The finite-difference energy of level `k` on `N` cells. -/
def fdEnergy (N k : ℕ) : ℝ := (N : ℝ) ^ 2 * (1 - Real.cos (k * π / N))

/-- The linear finite-element energy of level `k` on `N` cells. -/
def femEnergy (N k : ℕ) : ℝ :=
  3 * (N : ℝ) ^ 2 * (1 - Real.cos (k * π / N)) / (2 + Real.cos (k * π / N))
```

The continuum equation needs no hypothesis: two derivatives of $\sin(k\pi x)$ give $-(k\pi)^2\sin(k\pi x)$.

```lean
/-- The continuous wave `sin(kπx)` solves the Schrödinger equation `-½ψ'' = Eψ`
with `E = (kπ)²/2`. -/
theorem continuum_equation (k : ℕ) (x : ℝ) :
    -(1 / 2) * deriv (deriv (fun y : ℝ => Real.sin (k * π * y))) x =
      boxEnergy k * Real.sin (k * π * x) := by
  have d1 : deriv (fun y : ℝ => Real.sin (k * π * y)) =
      fun y : ℝ => Real.cos (k * π * y) * (k * π * 1) := by
    funext y
    exact ((hasDerivAt_id' y).const_mul ((k : ℝ) * π)).sin.deriv
  have d2 := (((hasDerivAt_id' x).const_mul ((k : ℝ) * π)).cos.mul_const
    ((k : ℝ) * π * 1)).deriv
  rw [d1, d2, boxEnergy]
  ring
```

## Cells of nonzero width: `h ≠ 0`

Physically, $h$ is the grid spacing, later set to $1/N$. By hand it enters when the cell integrals are evaluated. For two linear functions with end values $a,b$ and $c,d$, the mean of their product, which is the integrand below, is

$$\frac1h\int_0^h(\cdots)\,dx=\frac{2ac+ad+bc+2bd}{6}.$$

The left cell contributes $(u_{j-1}+2u_j)/6$ and the right cell $(2u_j+u_{j+1})/6$, so the overlap is $h(u_{j-1}+4u_j+u_{j+1})/6$. The slopes of the hat are $\pm1/h$, which makes the kinetic term $(2u_j-u_{j-1}-u_{j+1})/(2h)$. Without a nonzero width there are no slopes and no mean over a cell.

`cell_mean` supplies an explicit cubic antiderivative and applies the fundamental theorem of calculus. The two stencil lemmas follow from it and from the constant slopes; `field_simp` uses `h ≠ 0` to clear denominators.

```lean
/-- The mean over one cell of the product of two linear functions, in terms of
their end values. -/
theorem cell_mean {h : ℝ} (hh : h ≠ 0) (a b c d : ℝ) :
    (∫ x in (0 : ℝ)..h, interp h a b x * interp h c d x) / h =
      (2 * a * c + a * d + b * c + 2 * b * d) / 6 := by
  -- an explicit antiderivative of the quadratic integrand
  have F : ∀ x : ℝ, HasDerivAt (fun y : ℝ => a * c * y +
      (a * (d - c) + c * (b - a)) / (2 * h) * y ^ 2 +
      (b - a) * (d - c) / (3 * h ^ 2) * y ^ 3)
      (interp h a b x * interp h c d x) x := by
    intro x
    have e2 : HasDerivAt (fun y : ℝ => y ^ 2) (2 * x) x := by
      simpa using hasDerivAt_pow 2 x
    have e3 : HasDerivAt (fun y : ℝ => y ^ 3) (3 * x ^ 2) x := by
      simpa using hasDerivAt_pow 3 x
    refine ((((hasDerivAt_id' x).const_mul (a * c)).fun_add
      (e2.const_mul _)).fun_add (e3.const_mul _)).congr_deriv ?_
    unfold interp
    first | (field_simp; done) | (field_simp; ring)
  have hi : Continuous (fun x : ℝ => interp h a b x * interp h c d x) := by
    unfold interp
    fun_prop
  rw [intervalIntegral.integral_eq_sub_of_hasDerivAt (fun x _ => F x)
    (hi.intervalIntegrable _ _)]
  first | (field_simp; done) | (field_simp; ring)

/-- The overlap per unit spacing is the stencil `(1, 4, 1)/6`. -/
theorem femOverlap_stencil {h : ℝ} (hh : h ≠ 0) (u : ℤ → ℝ) (j : ℤ) :
    femOverlap h u j / h = (u (j - 1) + 4 * u j + u (j + 1)) / 6 := by
  rw [femOverlap, add_div, cell_mean hh, cell_mean hh]
  ring

/-- The kinetic matrix element times the spacing is the stencil `(-1, 2, -1)/2`. -/
theorem femKinetic_stencil {h : ℝ} (hh : h ≠ 0) (u : ℤ → ℝ) (j : ℤ) :
    h * femKinetic h u j = (2 * u j - u (j - 1) - u (j + 1)) / 2 := by
  have D : ∀ a b x : ℝ, deriv (interp h a b) x = (b - a) * (1 / h) := fun a b x =>
    ((((hasDerivAt_id' x).div_const h).const_mul (b - a)).const_add a).deriv
  simp only [femKinetic, D, intervalIntegral.integral_const, smul_eq_mul]
  first | (field_simp; done) | (field_simp; ring)
```

## Fewer half-waves than cells: `0 < k` and `k < N`

The first condition says that there is a wave at all; the second says that the grid resolves it, with less than half a wavelength per cell. Together they give $0<\theta<\pi$.

```lean
/-- For `0 < k < N` the phase advance `kπ/N` per cell lies strictly between `0` and `π`. -/
theorem phase_mem {N k : ℕ} (hk : 0 < k) (hN : k < N) :
    0 < (k : ℝ) * π / N ∧ (k : ℝ) * π / N < π := by
  have hk' : (0 : ℝ) < k := by exact_mod_cast hk
  have hN' : (k : ℝ) < N := by exact_mod_cast hN
  have hp := Real.pi_pos
  have hN0 : (0 : ℝ) < N := hk'.trans hN'
  refine ⟨by positivity, ?_⟩
  rw [div_lt_iff₀ hN0]
  nlinarith [mul_pos hp (sub_pos.2 hN')]
```

By hand, for the sampled sine $u_j=\sin(j\theta)$ the addition theorem gives $u_{j+1}+u_{j-1}=2\cos\theta\,u_j$. Inserted into the stencils with $h=1/N$, this yields

$$(H^{\rm FD}u)_j=N^2(1-\cos\theta)\,u_j,$$

$$K_j=N(1-\cos\theta)\,u_j,\qquad M_j=\frac{2+\cos\theta}{3N}\,u_j,$$

where $K_j$ and $M_j$ are the kinetic and overlap terms. Hence $K_j=E^{\rm FE}M_j$.

In `boxMode_solves` the neighbour identity is `s`. The finite-difference part solves it for the right neighbour (`e`) and substitutes; in the finite-element part `linear_combination` inserts it into the two stencils. The equations themselves need only $N\neq0$. The phase bounds serve the claim `0 < boxMode N k 1`, which rules out the zero vector. At $k=0$ or $k=N$ the sampled sine vanishes at every node and the equations say nothing.

```lean
/-- For `0 < k < N` the sampled sine vanishes at both walls, is positive at the first interior
node, and solves the finite-difference and finite-element equations. -/
theorem boxMode_solves {N k : ℕ} (hk : 0 < k) (hN : k < N) :
    boxMode N k 0 = 0 ∧ boxMode N k N = 0 ∧ 0 < boxMode N k 1 ∧
    ∀ j : ℤ, fdHamiltonian (1 / N) (boxMode N k) j = fdEnergy N k * boxMode N k j ∧
      femKinetic (1 / N) (boxMode N k) j =
        femEnergy N k * femOverlap (1 / N) (boxMode N k) j := by
  obtain ⟨h0, h1⟩ := phase_mem hk hN
  have hN0 : (N : ℝ) ≠ 0 := by
    have : N ≠ 0 := by omega
    exact_mod_cast this
  have hh : (1 : ℝ) / N ≠ 0 := one_div_ne_zero hN0
  refine ⟨by simp [boxMode], ?_, ?_, fun j => ?_⟩
  · rw [boxMode, Int.cast_natCast, div_mul_cancel₀ _ hN0]
    exact Real.sin_nat_mul_pi k
  · simpa [boxMode] using Real.sin_pos_of_pos_of_lt_pi h0 h1
  -- the addition theorem relates the two neighbours to the central value
  have s : boxMode N k (j + 1) + boxMode N k (j - 1) =
      2 * Real.cos (k * π / N) * boxMode N k j := by
    unfold boxMode
    push_cast
    rw [mul_add, mul_sub, mul_one, Real.sin_add, Real.sin_sub]
    ring
  constructor
  · have e : boxMode N k (j + 1) =
        2 * Real.cos (k * π / N) * boxMode N k j - boxMode N k (j - 1) := by linarith
    rw [fdHamiltonian, fdEnergy, e, one_div, inv_pow, div_eq_mul_inv, mul_inv, inv_inv]
    ring
  · have a := femKinetic_stencil hh (boxMode N k) j
    have b := (div_eq_iff hh).mp (femOverlap_stencil hh (boxMode N k) j)
    have hK : femKinetic (1 / N) (boxMode N k) j =
        N * ((2 * boxMode N k j - boxMode N k (j - 1) - boxMode N k (j + 1)) / 2) := by
      rw [← a, ← mul_assoc, mul_one_div_cancel hN0, one_mul]
    have hK' : femKinetic (1 / N) (boxMode N k) j =
        N * (1 - Real.cos (k * π / N)) * boxMode N k j :=
      hK.trans (by linear_combination (-(N : ℝ) / 2) * s)
    have hM' : femOverlap (1 / N) (boxMode N k) j =
        (2 + Real.cos (k * π / N)) * boxMode N k j / 3 * (1 / N) :=
      b.trans (by linear_combination (1 / 6 * (1 / (N : ℝ))) * s)
    have hc : 2 + Real.cos (k * π / N) ≠ 0 := by
      have hp : 0 < 2 + Real.cos (k * π / N) := by
        linarith [Real.neg_one_le_cos (k * π / N)]
      exact hp.ne'
    rw [hK', hM', femEnergy]
    generalize Real.cos (k * π / N) = c at hc ⊢
    field_simp
```

## An acute angle before doubling: `w < π / 2`

The upper bound $E_k<E^{\rm FE}$ reads $\theta^2/2<3(1-\cos\theta)/(2+\cos\theta)$ after division by $N^2$. Multiplied out, it is

$$(6+\theta^2)\cos\theta<6-2\theta^2 .$$

Suppose this holds at an acute angle $w$. Then $\cos w>0$, so both sides are positive, $w^2<3$, and squaring is allowed. The bound at $2w$ is equivalent to $(3+2w^2)\cos^2w<3-w^2$, which follows from the squared inequality and

$$(3-w^2)(6+w^2)^2-(3+2w^2)(6-2w^2)^2=9w^4(3-w^2)>0 .$$

Without the acute angle, $\cos w$ may be negative and squaring need not preserve the inequality. In the proof, `h2` is the squaring and `h5` says that the remainder is nonnegative, which is enough because `h2` is strict.

```lean
/-- The bound `(6 + w²) cos w < 6 - 2w²` passes from an acute angle to its double. -/
theorem cos_bound_double {w : ℝ} (h0 : 0 < w) (h1 : w < π / 2)
    (h : (6 + w ^ 2) * Real.cos w < 6 - 2 * w ^ 2) :
    (6 + (2 * w) ^ 2) * Real.cos (2 * w) < 6 - 2 * (2 * w) ^ 2 := by
  have hc : 0 < Real.cos w := Real.cos_pos_of_mem_Ioo ⟨by linarith, h1⟩
  have hA : 0 < (6 + w ^ 2) * Real.cos w := by positivity
  have h2 : ((6 + w ^ 2) * Real.cos w) ^ 2 < (6 - 2 * w ^ 2) ^ 2 := by nlinarith
  have h3 : (3 + 2 * w ^ 2) * Real.cos w ^ 2 < 3 - w ^ 2 := by
    refine lt_of_mul_lt_mul_left (a := (6 + w ^ 2) ^ 2) ?_ (by positivity)
    have h4 : 0 < (3 + 2 * w ^ 2) *
        ((6 - 2 * w ^ 2) ^ 2 - ((6 + w ^ 2) * Real.cos w) ^ 2) :=
      mul_pos (by positivity) (sub_pos.2 h2)
    have h5 : 0 ≤ (3 - w ^ 2) * (9 * w ^ 4) :=
      mul_nonneg (by linarith) (by positivity)
    nlinarith [h4, h5]
  rw [Real.cos_two_mul]
  nlinarith [h3]
```

The proof turns on Mathlib's `Real.cos_bound`, which gives $|\cos y-(1-y^2/2)|\le\tfrac{5}{96}y^4$, but only for $|y|\le1$. For $0<y\le1$ it follows that

$$(6+y^2)\cos y\le 6-2y^2-\tfrac{3}{16}y^4+\tfrac{5}{96}y^6<6-2y^2 .$$

One doubling extends the range to $2$. Since $\pi/2\le2$, a second doubling reaches every angle below $\pi$. These are the steps `A`, `B` and the final `t`.

```lean
/-- For every angle strictly between `0` and `π`, `(6 + x²) cos x < 6 - 2x²`. -/
theorem cos_bound_pi {x : ℝ} (h0 : 0 < x) (h1 : x < π) :
    (6 + x ^ 2) * Real.cos x < 6 - 2 * x ^ 2 := by
  have hp := Real.pi_gt_three
  -- Taylor bound up to 1, then two doublings
  have A : ∀ y : ℝ, 0 < y → y ≤ 1 → (6 + y ^ 2) * Real.cos y < 6 - 2 * y ^ 2 := by
    intro y y0 y1
    have hb := (abs_le.mp (Real.cos_bound (x := y) (by rwa [abs_of_pos y0]))).2
    rw [abs_of_pos y0] at hb
    have hc : 0 ≤ (6 + y ^ 2) * (1 - y ^ 2 / 2 + y ^ 4 * (5 / 96) - Real.cos y) :=
      mul_nonneg (by positivity) (by linarith)
    have hy : 0 ≤ y ^ 4 * (1 - y ^ 2) := mul_nonneg (by positivity) (by nlinarith)
    have hy4 : 0 < y ^ 4 := by positivity
    nlinarith [hc, hy, hy4]
  have B : ∀ y : ℝ, 0 < y → y ≤ 2 → (6 + y ^ 2) * Real.cos y < 6 - 2 * y ^ 2 := by
    intro y y0 y2
    have t := cos_bound_double (w := y / 2) (by linarith) (by linarith)
      (A (y / 2) (by linarith) (by linarith))
    rwa [show 2 * (y / 2) = y by ring] at t
  have t := cos_bound_double (w := x / 2) (by linarith) (by linarith)
    (B (x / 2) (by linarith) (by linarith [Real.pi_le_four]))
  rwa [show 2 * (x / 2) = x by ring] at t
```

## What resolution does for the bracket

The lower bound is $1-\cos\theta=2\sin^2(\theta/2)<\theta^2/2$, multiplied by $N^2$. The upper bound is the cosine inequality just proved. Both take $0<\theta<\pi$ from `phase_mem`.

Without `0 < k` all three energies are zero and strictness fails. Without `k < N` the upper bound can fail: at $k=2N$ with $N\ge1$ the finite-element formula gives zero, while $E_k$ is positive.

```lean
/-- On every grid with `N > k > 0` cells the finite-difference energy lies strictly below
the box level and the finite-element energy strictly above it. -/
theorem energy_bracket {N k : ℕ} (hk : 0 < k) (hN : k < N) :
    fdEnergy N k < boxEnergy k ∧ boxEnergy k < femEnergy N k := by
  obtain ⟨h0, h1⟩ := phase_mem hk hN
  have hN0 : (0 : ℝ) < N := by exact_mod_cast hk.trans hN
  have he : boxEnergy k = (N : ℝ) ^ 2 * ((k * π / N) ^ 2 / 2) := by
    unfold boxEnergy
    field_simp
  rw [he, fdEnergy, femEnergy]
  generalize (k : ℝ) * π / N = t at h0 h1 ⊢
  have hN2 : (0 : ℝ) < (N : ℝ) ^ 2 := by positivity
  constructor
  · -- 1 - cos t = 2 sin²(t/2), and sin y < y for y > 0
    have hs := Real.sin_lt (x := t / 2) (by linarith)
    have hs0 := Real.sin_pos_of_pos_of_lt_pi (x := t / 2) (by linarith) (by linarith)
    have hd := Real.cos_two_mul (t / 2)
    rw [show 2 * (t / 2) = t by ring] at hd
    have hq := Real.sin_sq_add_cos_sq (t / 2)
    have hlt : 1 - Real.cos t < t ^ 2 / 2 := by nlinarith
    nlinarith [mul_pos hN2 (sub_pos.2 hlt)]
  · have hc : 0 < 2 + Real.cos t := by linarith [Real.neg_one_le_cos t]
    rw [lt_div_iff₀ hc]
    nlinarith [mul_pos hN2 (sub_pos.2 (cos_bound_pi h0 h1))]
```

For $k=1$ the condition is $N\ge2$. The smallest grid has one interior node and gives $4<\pi^2/2<6$.

The Rayleigh–Ritz principle, in its min–max form, gives an upper bound for every level when the finite-element energies are taken in ascending order. Here the bound comes from the explicit formula and not from a minimisation. The theorems also don't say that the sampled sine is the $k$-th eigenvector in order of energy.

## A fixed level on a growing grid

In `grid_refinement` the level $k>0$ is fixed before $N$ grows. The theorem collects the wall values, the nonzero first node, both discrete equations and the strict bracket for every $N>k$, then adds the two limits. By hand, the upper bound rearranges to the left inequality below, and the lower bound is the right one:

$$\frac{E_k\,(2+\cos\theta)}{3}<E^{\rm FD}<E_k .$$

As $N\to\infty$, $\theta\to0$ and the left side tends to $E_k$, which squeezes $E^{\rm FD}$. Then $E^{\rm FE}=3E^{\rm FD}/(2+\cos\theta)$ has the same limit. The proof follows this order, with `hl` for the left side and `hfd` for the squeeze; `eventually_gt_atTop k` supplies `k < N` for all large $N$.

If $k$ grew with the grid, say $k=N-1$, then $\theta\to\pi$ and the ratio $E^{\rm FD}/E_k$ would tend to $4/\pi^2$, not to 1.

```lean
/-- For each box level `k > 0`, the sampled sine solves both discrete equations on every grid
with `N > k` cells, its two energies enclose the box energy strictly, and both converge to it. -/
theorem grid_refinement {k : ℕ} (hk : 0 < k) :
    (∀ N : ℕ, k < N →
      (boxMode N k 0 = 0 ∧ boxMode N k N = 0 ∧ 0 < boxMode N k 1 ∧
        ∀ j : ℤ, fdHamiltonian (1 / N) (boxMode N k) j = fdEnergy N k * boxMode N k j ∧
          femKinetic (1 / N) (boxMode N k) j =
            femEnergy N k * femOverlap (1 / N) (boxMode N k) j) ∧
      fdEnergy N k < boxEnergy k ∧ boxEnergy k < femEnergy N k) ∧
    Tendsto (fun N : ℕ => fdEnergy N k) atTop (𝓝 (boxEnergy k)) ∧
    Tendsto (fun N : ℕ => femEnergy N k) atTop (𝓝 (boxEnergy k)) := by
  have hc : Tendsto (fun N : ℕ => Real.cos (k * π / N)) atTop (𝓝 1) := by
    have t := (Real.continuous_cos.tendsto 0).comp
      (tendsto_const_div_atTop_nhds_zero_nat ((k : ℝ) * π))
    rw [Real.cos_zero] at t
    exact t
  have hl : Tendsto (fun N : ℕ => boxEnergy k / 3 * (2 + Real.cos (k * π / N))) atTop
      (𝓝 (boxEnergy k)) := by
    have t := (hc.const_add 2).const_mul (boxEnergy k / 3)
    rwa [show boxEnergy k / 3 * (2 + 1) = boxEnergy k by ring] at t
  -- the upper finite-element bound doubles as a lower bound on the finite-difference energy
  have hfd : Tendsto (fun N : ℕ => fdEnergy N k) atTop (𝓝 (boxEnergy k)) := by
    refine tendsto_of_tendsto_of_tendsto_of_le_of_le' hl tendsto_const_nhds ?_ ?_
    · filter_upwards [eventually_gt_atTop k] with N hN
      have hb := (energy_bracket hk hN).2
      have hp : 0 < 2 + Real.cos (k * π / N) := by
        linarith [Real.neg_one_le_cos (k * π / N)]
      rw [femEnergy, lt_div_iff₀ hp] at hb
      rw [fdEnergy]
      linarith
    · filter_upwards [eventually_gt_atTop k] with N hN
      exact (energy_bracket hk hN).1.le
  refine ⟨fun N hN => ⟨boxMode_solves hk hN, energy_bracket hk hN⟩, hfd, ?_⟩
  have t : Tendsto (fun N : ℕ => 3 * fdEnergy N k / (2 + Real.cos (k * π / N))) atTop
      (𝓝 (3 * boxEnergy k / (2 + 1))) :=
    (hfd.const_mul 3).div (hc.const_add 2) (by norm_num)
  rw [show 3 * boxEnergy k / (2 + 1) = boxEnergy k by ring] at t
  refine t.congr fun N => ?_
  rw [fdEnergy, femEnergy]
  ring

end

end BoxGridRefinement
```

```lean
#print axioms BoxGridRefinement.continuum_equation
#print axioms BoxGridRefinement.energy_bracket
#print axioms BoxGridRefinement.grid_refinement
```

```
'BoxGridRefinement.continuum_equation' depends on axioms: [propext, Classical.choice, Quot.sound]
'BoxGridRefinement.energy_bracket' depends on axioms: [propext, Classical.choice, Quot.sound]
'BoxGridRefinement.grid_refinement' depends on axioms: [propext, Classical.choice, Quot.sound]
```

## The same problem with matrices

With $(N-1)\times(N-1)$ matrices, the wall conditions would be built into the first and last rows, and the finite-element equation would be a generalised matrix eigenproblem. That form would suit a statement about the whole spectrum, at the cost of treating the end rows separately; the sine identity and the cosine bound would stay the same.

For real-space electronic-structure grids, the result shows in the simplest case, a free particle in one dimension on a uniform grid, that the sign of the discretisation error can depend on the method.
